# The C6 coefficient of an excited atom and a ground-state atom: an imaginary-frequency integral plus a real-frequency term for each downward transition

Atom A is in an excited state and atom B, an atom of another element at distance \(R\), is in its ground state. For two ground-state atoms, the dispersion coefficient follows from the polarizabilities at imaginary frequency. Atom A, however, also has transitions that release energy. Does the same integral still give the interaction, and can the interaction become repulsive?

Let \(a_i\) be the energy of transition \(i\) of A, final minus initial, so that \(a_i<0\) for a downward transition. Let \(s_i\) be its squared transition dipole, summed over the three Cartesian components. Atom B has energies \(b_j>0\) and squared dipoles \(t_j\). Second-order perturbation theory in the dipole-dipole coupling, averaged over orientations, gives the energy \(-C_6/R^6\) with, in atomic units,

\[
C_6=\frac23\sum_{i,j}\frac{s_i t_j}{a_i+b_j}.
\]

The factor \(2/3\) is \((1+1+4)/9\): the squared dipole-dipole couplings for the three axes, times one third of the squared dipole on each atom. As a function of the squared frequency \(z\), the isotropic polarizability of B is

\[
\alpha_B(z)=\frac23\sum_j\frac{b_j t_j}{b_j^2-z},
\]

and \(\alpha_A\) has the same form with \(a_i,s_i\). Imaginary frequency \(iu\) means \(z=-u^2\). If no \(a_i\) and no \(a_i+b_j\) vanishes, then

\[
C_6=\frac3\pi\int_0^\infty \alpha_A(-u^2)\,\alpha_B(-u^2)\,du+\sum_{a_i<0}2s_i\,\alpha_B(a_i^2).
\]

## One pair of transitions

For widths \(p,q>0\) with \(p\ne q\), partial fractions give

\[
\frac1{(p^2+u^2)(q^2+u^2)}=\frac1{q^2-p^2}\left(\frac1{p^2+u^2}-\frac1{q^2+u^2}\right).
\]

Since \(\int_0^\infty du/(r^2+u^2)=\pi/(2r)\) for \(r>0\), the integral is

\[
\frac{\pi}{2}\,\frac{1/p-1/q}{q^2-p^2}=\frac{\pi}{2pq(p+q)}.
\]

For \(p=q\), an antiderivative is

\[
\frac1{2p^2}\left(\frac{u}{p^2+u^2}+\frac1p\arctan\frac up\right).
\]

The bracket has derivative \((p^2-u^2)/(p^2+u^2)^2+1/(p^2+u^2)=2p^2/(p^2+u^2)^2\), as required. The antiderivative vanishes at \(0\) and tends to \(\pi/(4p^3)\), which is the same formula at \(p=q\).

Now take one energy \(a\ne0\) of A and one energy \(b>0\) of B. With \(p=|a|\) and \(q=b\),

\[
I(a,b)=\frac2\pi\int_0^\infty\frac{ab\,du}{(a^2+u^2)(b^2+u^2)}=\frac{a}{|a|(|a|+b)}.
\]

For \(a>0\) this is \(1/(a+b)\). For \(a<0\) it is \(-1/(b-a)\), and the difference from the energy denominator is

\[
\frac1{a+b}+\frac1{b-a}=\frac{2b}{b^2-a^2}.
\]

The integral depends on \(|a|\) except for an overall sign, so it has no pole at \(a=-b\). The real-frequency term supplies that pole.

## Summing over both atoms

Multiplying out the polarizabilities gives

\[
\frac3\pi\int_0^\infty\alpha_A(-u^2)\alpha_B(-u^2)\,du
=\frac3\pi\cdot\frac49\cdot\frac\pi2\sum_{i,j}s_it_jI(a_i,b_j)
=\frac23\sum_{i,j}s_it_jI(a_i,b_j).
\]

Replacing \(I\) by \(1/(a_i+b_j)\) changes nothing for upward transitions. For each downward one it requires the additional amount

\[
\frac23 s_i\sum_j\frac{2b_jt_j}{b_j^2-a_i^2}=2s_i\,\alpha_B(a_i^2),
\]

which is the claim.

## Signed energies and squared frequency in Lean

```lean
import Mathlib

open MeasureTheory Set Filter Topology Real

namespace ExcitedAtomDispersion

noncomputable section
```

The pair integral \(I(a,b)\) takes two real energies; `Ioi (0 : ℝ)` is the half-line \(u>0\).

```lean
/-- The imaginary-frequency integral `I` for one transition of energy `a` on the first atom
and one of energy `b` on the second, for nonzero `a` and `b`. -/
def pairIntegral (a b : ℝ) : ℝ :=
  2 / π * ∫ u in Ioi (0 : ℝ), a * b / ((a ^ 2 + u ^ 2) * (b ^ 2 + u ^ 2))
```

The argument `z` of the polarizability is the squared frequency, so one real function covers both the imaginary axis and the real frequencies \(|a_i|\).

```lean
/-- Isotropic polarizability (atomic units) as a function of the squared frequency `z`, for
transition energies `E` and squared transition dipoles `s`; the domain is `z ≠ E i ^ 2` for all
`i`. Imaginary frequency `iu` corresponds to `z = -u ^ 2`. -/
def polarizability {ι : Type*} [Fintype ι] (E s : ι → ℝ) (z : ℝ) : ℝ :=
  2 / 3 * ∑ i, E i * s i / (E i ^ 2 - z)
```

The transitions of the two atoms are indexed by finite types `ι` and `κ`. A continuum therefore has to be represented by finitely many effective transitions. This is unreliable if A can release more than the ionization energy of B, because \(\alpha_B(a_i^2)\) is then evaluated among the effective energies of B's continuum, where it has artificial poles.

```lean
/-- The second-order coefficient `C6` of the interaction energy `-C6 / R ^ 6`, as a sum over the
transitions of both atoms; the domain is `a i + b j ≠ 0` for all `i` and `j`. -/
def c6 {ι κ : Type*} [Fintype ι] [Fintype κ] (a s : ι → ℝ) (b t : κ → ℝ) : ℝ :=
  2 / 3 * ∑ i, ∑ j, s i * t j / (a i + b j)
```

The perturbation sum is taken as the definition of \(C_6\); its derivation from the dipole-dipole coupling is not formalised. The model is isotropic, non-retarded and without level widths, so it omits the orientation dependence of an excited P state and spontaneous decay. Two atoms of the same element are left out because the states with the excitation on A and on B are then degenerate, and transfer of the excitation can add a further term to the interaction.

## Lorentzian integrals from antiderivatives

The first lemma records the derivative of \(\arctan(u/r)/r\) and its limit \(\pi/(2r)\).

```lean
/-- For `r > 0`, the function `arctan (u / r) / r` is an antiderivative of the Lorentzian
`1 / (r ^ 2 + u ^ 2)` and tends to `π / 2 / r` at large `u`. -/
theorem lorentzian_antiderivative {r : ℝ} (hr : 0 < r) :
    (∀ u, HasDerivAt (fun u : ℝ => arctan (u / r) / r) (1 / (r ^ 2 + u ^ 2)) u) ∧
      Tendsto (fun u : ℝ => arctan (u / r) / r) atTop (𝓝 (π / 2 / r)) := by
  constructor
  · intro u
    have h := (((hasDerivAt_id' u).div_const r).arctan).div_const r
    refine h.congr_deriv ?_
    have h1 : r ^ 2 + u ^ 2 ≠ 0 := by positivity
    have h2 : 1 + (u / r) ^ 2 = (r ^ 2 + u ^ 2) / r ^ 2 := by field_simp
    rw [h2]
    field_simp
  · have h := tendsto_arctan_atTop.mono_right nhdsWithin_le_nhds
    exact (h.comp (tendsto_id.atTop_div_const hr)).div_const r
```

In the next proof, `key` asks for an antiderivative `g` with `g 0 = 0` and the right limit. The case split on `p = q` supplies the two functions found above. For equal widths, the rational part is squeezed between \(0\) and \(1/u\). Because the integrand is nonnegative and `g` has a finite limit, the last lines obtain both integrability and the value.

```lean
/-- The product of two Lorentzians of widths `p, q > 0` is integrable over positive frequencies,
with integral `π / (2 p q (p + q))`. -/
theorem integral_two_lorentzians {p q : ℝ} (hp : 0 < p) (hq : 0 < q) :
    IntegrableOn (fun u : ℝ => 1 / ((p ^ 2 + u ^ 2) * (q ^ 2 + u ^ 2))) (Ioi 0) ∧
      ∫ u in Ioi (0 : ℝ), 1 / ((p ^ 2 + u ^ 2) * (q ^ 2 + u ^ 2))
        = π / (2 * p * q * (p + q)) := by
  have key : ∃ g : ℝ → ℝ,
      (∀ u, HasDerivAt g (1 / ((p ^ 2 + u ^ 2) * (q ^ 2 + u ^ 2))) u) ∧ g 0 = 0 ∧
        Tendsto g atTop (𝓝 (π / (2 * p * q * (p + q)))) := by
    obtain ⟨dp, lp⟩ := lorentzian_antiderivative hp
    obtain ⟨dq, lq⟩ := lorentzian_antiderivative hq
    by_cases hpq : p = q
    · -- equal widths: the antiderivative has an additional rational part
      subst hpq
      refine ⟨fun u => (u / (p ^ 2 + u ^ 2) + arctan (u / p) / p) / (2 * p ^ 2), ?_, by simp, ?_⟩
      · intro u
        have hP : p ^ 2 + u ^ 2 ≠ 0 := by positivity
        have h1 : HasDerivAt (fun u : ℝ => p ^ 2 + u ^ 2) (2 * u) u := by
          simpa using (hasDerivAt_pow 2 u).const_add (p ^ 2)
        refine ((((hasDerivAt_id' u).fun_div h1 hP).fun_add (dp u)).div_const _).congr_deriv ?_
        field_simp
        ring
      · have h0 : Tendsto (fun u : ℝ => u / (p ^ 2 + u ^ 2)) atTop (𝓝 0) := by
          refine squeeze_zero' ?_ ?_ tendsto_inv_atTop_zero
          · filter_upwards [eventually_gt_atTop (0 : ℝ)] with u hu
            positivity
          · filter_upwards [eventually_gt_atTop (0 : ℝ)] with u hu
            rw [inv_eq_one_div, div_le_div_iff₀ (by positivity) hu]
            nlinarith [sq_nonneg p]
        convert (h0.add lp).div_const (2 * p ^ 2) using 2
        field_simp
        ring
    · -- different widths: partial fractions
      have hne : q ^ 2 - p ^ 2 ≠ 0 := by
        intro h
        have h' : (q - p) * (q + p) = 0 := by linear_combination h
        rcases mul_eq_zero.1 h' with h1 | h1
        · exact hpq (by linarith)
        · linarith
      refine ⟨fun u => (arctan (u / p) / p - arctan (u / q) / q) / (q ^ 2 - p ^ 2),
        ?_, by simp, ?_⟩
      · intro u
        refine (((dp u).fun_sub (dq u)).div_const _).congr_deriv ?_
        have hP : p ^ 2 + u ^ 2 ≠ 0 := by positivity
        have hQ : q ^ 2 + u ^ 2 ≠ 0 := by positivity
        rw [div_eq_iff hne]
        field_simp
        ring
      · have h := (lp.sub lq).div_const (q ^ 2 - p ^ 2)
        have hl : (π / 2 / p - π / 2 / q) / (q ^ 2 - p ^ 2) = π / (2 * p * q * (p + q)) := by
          rw [div_eq_iff hne]
          field_simp
          ring
        rwa [hl] at h
  obtain ⟨g, hd, h0, hl⟩ := key
  refine ⟨integrableOn_Ioi_deriv_of_nonneg' (fun u _ => hd u) (fun u _ => by positivity) hl, ?_⟩
  rw [integral_Ioi_of_hasDerivAt_of_nonneg' (fun u _ => hd u) (fun u _ => by positivity) hl,
    h0, sub_zero]
```

## The energy denominator for either sign

Setting \(p=|a|\) and using \(|a|^2=a^2\) transfers the result to signed energies. Integrability is kept in the statement because the later exchange of sum and integral needs it.

```lean
/-- For `a ≠ 0` of either sign and `b > 0` the pair integrand is integrable, and
`I = a / (|a| (|a| + b))`. -/
theorem pairIntegral_eq {a b : ℝ} (ha : a ≠ 0) (hb : 0 < b) :
    IntegrableOn (fun u : ℝ => a * b / ((a ^ 2 + u ^ 2) * (b ^ 2 + u ^ 2))) (Ioi 0) ∧
      pairIntegral a b = a / (|a| * (|a| + b)) := by
  have hA : 0 < |a| := abs_pos.2 ha
  obtain ⟨hi, hv⟩ := integral_two_lorentzians hA hb
  simp only [sq_abs] at hi hv
  have hf : (fun u : ℝ => a * b / ((a ^ 2 + u ^ 2) * (b ^ 2 + u ^ 2)))
      = fun u => a * b * (1 / ((a ^ 2 + u ^ 2) * (b ^ 2 + u ^ 2))) := by
    funext u
    exact (mul_one_div _ _).symm
  constructor
  · rw [hf]
    exact Integrable.const_mul hi _
  · unfold pairIntegral
    rw [hf, integral_const_mul, hv]
    field_simp
```

An upward transition has \(|a|=a\), and the closed form reduces at once.

```lean
/-- Upward transition: for `a, b > 0` the energy denominator `1 / (a + b)` equals the
imaginary-frequency integral. -/
theorem upward_pair {a b : ℝ} (ha : 0 < a) (hb : 0 < b) :
    1 / (a + b) = pairIntegral a b := by
  rw [(pairIntegral_eq ha.ne' hb).2, abs_of_pos ha]
  field_simp
```

For a downward transition, `h2` is the evaluation \(I=-1/(b-a)\), and the factorisation \(b^2-a^2=(b-a)(a+b)\) completes the algebra. The hypothesis `hab` excludes resonance, where A could hand its energy to B at no cost and this non-degenerate perturbation theory breaks down.

```lean
/-- Downward transition: for `a < 0 < b` off resonance (`a + b ≠ 0`), the energy denominator is
the imaginary-frequency integral plus the real-frequency term `2 b / (b ^ 2 - a ^ 2)`. -/
theorem downward_pair {a b : ℝ} (ha : a < 0) (hb : 0 < b) (hab : a + b ≠ 0) :
    1 / (a + b) = pairIntegral a b + 2 * b / (b ^ 2 - a ^ 2) := by
  have h0 : a ≠ 0 := ha.ne
  have h1 : b - a ≠ 0 := (sub_pos.2 (ha.trans hb)).ne'
  have h2 : a / (-a * (-a + b)) = -(1 / (b - a)) := by
    rw [show -a * (-a + b) = -(a * (b - a)) by ring, div_neg]
    field_simp
  rw [(pairIntegral_eq h0 hb).2, abs_of_neg ha, h2,
    show b ^ 2 - a ^ 2 = (b - a) * (a + b) by ring]
  field_simp
  ring
```

The integral is negative for every downward pair, whereas the full denominator changes sign at resonance. With positive squared dipoles, the pair contributes repulsion when \(b<-a\) and attraction when \(b>-a\).

```lean
/-- For a downward transition `a < 0 < b` the imaginary-frequency integral is negative, and the
full energy denominator `1 / (a + b)` is negative when `b < -a` and positive when `b > -a`. -/
theorem downward_signs {a b : ℝ} (ha : a < 0) (hb : 0 < b) :
    pairIntegral a b < 0 ∧ (b < -a → 1 / (a + b) < 0) ∧ (-a < b → 0 < 1 / (a + b)) := by
  refine ⟨?_, fun h => one_div_neg.2 (by linarith), fun h => one_div_pos.2 (by linarith)⟩
  have hA : 0 < |a| := abs_pos.2 ha.ne
  rw [(pairIntegral_eq ha.ne hb).2]
  exact div_neg_of_neg_of_pos ha (by positivity)
```

## From pairs to polarizabilities

From here on, `a`, `s`, `b` and `t` are families indexed by the transitions, and `-u ^ 2` means \(-(u^2)\). The identity `hf` multiplies out the two sums, `hint` gives integrability of each term, and `integral_finsetSum` moves the integral inside.

```lean
variable {ι κ : Type*} [Fintype ι] [Fintype κ] {a s : ι → ℝ} {b t : κ → ℝ}

/-- For nonzero `a i` and positive `b j`, the integral over the product of the two
polarizabilities at imaginary frequency is a sum of pair integrals. -/
theorem polarizability_integral (ha : ∀ i, a i ≠ 0) (hb : ∀ j, 0 < b j) :
    3 / π * ∫ u in Ioi (0 : ℝ), polarizability a s (-u ^ 2) * polarizability b t (-u ^ 2)
      = 2 / 3 * ∑ i, ∑ j, s i * t j * pairIntegral (a i) (b j) := by
  have hf : ∀ u : ℝ, polarizability a s (-u ^ 2) * polarizability b t (-u ^ 2)
      = ∑ i, ∑ j, 4 / 9 * (s i * t j) *
          (a i * b j / ((a i ^ 2 + u ^ 2) * (b j ^ 2 + u ^ 2))) := by
    intro u
    simp only [polarizability, sub_neg_eq_add]
    rw [mul_mul_mul_comm, Finset.sum_mul_sum, Finset.mul_sum]
    refine Finset.sum_congr rfl fun i _ => ?_
    rw [Finset.mul_sum]
    refine Finset.sum_congr rfl fun j _ => ?_
    rw [← div_div]
    ring
  have hint := fun i j => Integrable.const_mul (pairIntegral_eq (ha i) (hb j)).1
    (4 / 9 * (s i * t j))
  simp_rw [hf]
  -- exchange the finite sums with the integral
  rw [integral_finsetSum _ fun i _ => integrable_finsetSum _ fun j _ => hint i j,
    Finset.mul_sum, Finset.mul_sum]
  refine Finset.sum_congr rfl fun i _ => ?_
  rw [integral_finsetSum _ fun j _ => hint i j, Finset.mul_sum, Finset.mul_sum]
  refine Finset.sum_congr rfl fun j _ => ?_
  rw [integral_const_mul]
  unfold pairIntegral
  ring
```

The main theorem compares the two sides one transition of A at a time. `split_ifs` separates downward from upward transitions; the first branch uses `downward_pair` and collects the additional terms into the polarizability of B, the second uses `upward_pair`. The ground state of B enters only through \(b_j>0\). The condition \(a_i\ne0\) is needed because a zero-energy transition contributes to \(C_6\) but nothing to the integral or to the sum over \(a_i<0\).

```lean
/-- Dispersion coefficient of an excited atom with a ground-state atom: if all `a i ≠ 0`, all
`b j > 0` and no `a i + b j` vanishes, `C6` is the imaginary-frequency integral plus, for each
downward transition, `2 s i` times the partner's polarizability at that real frequency. -/
theorem c6_excited (ha : ∀ i, a i ≠ 0) (hb : ∀ j, 0 < b j) (hab : ∀ i j, a i + b j ≠ 0) :
    c6 a s b t =
      3 / π * (∫ u in Ioi (0 : ℝ), polarizability a s (-u ^ 2) * polarizability b t (-u ^ 2))
        + ∑ i with a i < 0, 2 * s i * polarizability b t (a i ^ 2) := by
  rw [polarizability_integral ha hb, Finset.sum_filter]
  unfold c6
  rw [Finset.mul_sum, Finset.mul_sum, ← Finset.sum_add_distrib]
  refine Finset.sum_congr rfl fun i _ => ?_
  split_ifs with hi
  · -- downward transition: each pair brings a real-frequency term
    have h : ∀ j, s i * t j / (a i + b j) = s i * t j * pairIntegral (a i) (b j)
        + 2 * s i * (b j * t j / (b j ^ 2 - a i ^ 2)) := by
      intro j
      rw [div_eq_mul_one_div, downward_pair hi (hb j) (hab i j)]
      ring
    rw [Finset.sum_congr rfl fun j _ => h j, Finset.sum_add_distrib, ← Finset.mul_sum]
    unfold polarizability
    ring
  · have hpos : 0 < a i := lt_of_le_of_ne (not_lt.1 hi) (ha i).symm
    rw [add_zero]
    congr 1
    refine Finset.sum_congr rfl fun j _ => ?_
    rw [div_eq_mul_one_div, upward_pair hpos (hb j)]
```

If every \(a_i\) is positive, the second sum is empty and the Casimir-Polder formula remains, here in its non-retarded form for finitely many transitions.

```lean
/-- Casimir-Polder formula: if all transition energies of both atoms are positive, `C6` is the
imaginary-frequency integral alone. -/
theorem c6_ground (ha : ∀ i, 0 < a i) (hb : ∀ j, 0 < b j) :
    c6 a s b t =
      3 / π * ∫ u in Ioi (0 : ℝ), polarizability a s (-u ^ 2) * polarizability b t (-u ^ 2) := by
  rw [c6_excited (fun i => (ha i).ne') hb fun i j => (add_pos (ha i) (hb j)).ne',
    Finset.sum_filter, Finset.sum_eq_zero fun i _ => if_neg (ha i).le.not_gt, add_zero]
```

Without positivity of the \(a_i\) this formula can fail, and even the sign can be wrong. Take one transition on each atom with \(a=-1\), \(b=2\) and \(s=t=1\). Then \(C_6=2/3\), but the integral term is \(-2/9\). The missing amount is \(2\alpha_B(1)=8/9\).

The last theorem gives a sufficient condition for repulsion. When the \(b_j\) are positive, its hypothesis `h` makes every transition of A downward. Real atoms do not satisfy it: A also has upward transitions, and B has transitions above any released energy. These contribute attraction, so the sign of the total \(C_6\) depends on the balance. Under the hypotheses of the theorem, every term of the double sum is strictly negative. The proof adds up the negated terms, which are strictly positive, and the `Nonempty` assumptions ensure that there is at least one.

```lean
/-- If each atom has at least one transition, all squared dipoles are positive and every `b j`
lies below every released energy `-a i`, then `C6` is negative: the interaction is repulsive. -/
theorem c6_repulsive [Nonempty ι] [Nonempty κ] (hs : ∀ i, 0 < s i) (ht : ∀ j, 0 < t j)
    (h : ∀ i j, b j < -a i) : c6 a s b t < 0 := by
  have hsum : 0 < ∑ i, ∑ j, -(s i * t j / (a i + b j)) :=
    Finset.sum_pos (fun i _ => Finset.sum_pos (fun j _ => neg_pos.2
      (div_neg_of_pos_of_neg (mul_pos (hs i) (ht j)) (by linarith [h i j])))
      Finset.univ_nonempty) Finset.univ_nonempty
  simp only [Finset.sum_neg_distrib] at hsum
  unfold c6
  linarith

end

end ExcitedAtomDispersion
```

```lean
#print axioms ExcitedAtomDispersion.downward_signs
#print axioms ExcitedAtomDispersion.c6_excited
#print axioms ExcitedAtomDispersion.c6_ground
#print axioms ExcitedAtomDispersion.c6_repulsive
```

```
'ExcitedAtomDispersion.downward_signs' depends on axioms: [propext, Classical.choice, Quot.sound]
'ExcitedAtomDispersion.c6_excited' depends on axioms: [propext, Classical.choice, Quot.sound]
'ExcitedAtomDispersion.c6_ground' depends on axioms: [propext, Classical.choice, Quot.sound]
'ExcitedAtomDispersion.c6_repulsive' depends on axioms: [propext, Classical.choice, Quot.sound]
```

## Quadrature and the downward transitions in a calculation

A program for \(C_6\) can tabulate both polarizabilities on a grid of imaginary frequencies and evaluate the integral by quadrature. For an excited atom within this isotropic, non-retarded model, it then needs a loop over the downward transitions, adding `2 * s[i] * alpha_B(a[i]**2)` for each, with `alpha_B` a function of the squared frequency. The integrand is smooth on the imaginary axis, so refining the grid will not reveal that these terms have been left out. Near a resonance \(|a_i|\approx b_j\) the added term is large, and small errors in the transition energies can change its sign.
